# In an energy eigenstate of a finite cluster with open ends, the mean conventional spin current is minus the mean torque dipole

I describe position by a finite matrix \(X\), as for a tight-binding cluster with open ends, and take the velocity to be \(v=i[H,X]\) with \(\hbar=1\). For a spin component \(s\) I use the conventional spin current \(J=(vs+sv)/2\). With spin-orbit coupling in \(H\), I find energy eigenstates in which the mean of \(J\) is not zero. Mean values do not change in an eigenstate, so how can spin be flowing steadily through a cluster that it cannot leave? Have I made a mistake, or does \(J\) measure something other than the displacement of spin?

## The torque dipole balances the current

There need be no mistake. When \(s\) is not conserved, \(J\) is only part of the rate at which spin is displaced. The other part comes from the spin torque \(q=i[H,s]\), which creates and destroys spin at different positions. Its dipole is \(P=(Xq+qX)/2\).

To see how the two combine, write out the four products:

\[
\begin{aligned}
vs&=i(HXs-XHs), & sv&=i(sHX-sXH),\\
Xq&=i(XHs-XsH), & qX&=i(HsX-sHX).
\end{aligned}
\]

In the sum, \(XHs\) and \(sHX\) cancel. What remains, after halving, is

\[
J+P=i[H,D],\qquad D=\tfrac12(Xs+sX).
\]

If \(X\) and \(s\) commute, \(D\) is simply the spin displacement \(Xs\).

Now let \(H\psi=E\psi\) with \(H\) Hermitian and \(E\) real. For any matrix \(A\), \(H\) can act to the left in one term and to the right in the other:

\[
\langle\psi,i[H,A]\psi\rangle
=i\big(E\langle\psi,A\psi\rangle-E\langle\psi,A\psi\rangle\big)=0.
\]

Taking \(A=D\) gives

\[
\langle\psi,J\psi\rangle=-\langle\psi,P\psi\rangle .
\]

So the spin displacement is stationary, as you expected, while \(J\) alone need not average to zero. If \([H,s]=0\), then \(q=0\) and \(P=0\), and the mean of \(J\) vanishes.

The same balance holds for a stationary mixed state, \(\rho H=H\rho\). Cyclicity of the trace gives \(\mathrm{Tr}(\rho AH)=\mathrm{Tr}(H\rho A)=\mathrm{Tr}(\rho HA)\), so \(\mathrm{Tr}(\rho\,i[H,A])=0\) for every \(A\), and again one sets \(A=D\).

A two-site example shows a non-zero current. Put the sites at 0 and 1, and let \(s=\sigma_z\), which is the spin in units of \(\hbar/2\). Hopping from right to left is \(i\sigma_z\), and the transverse fields are \(\sigma_y\) on the left and \(-\sigma_y\) on the right. The hopping conserves \(s\), so the torque comes from the fields alone. In the basis left-up, left-down, right-up, right-down, each row of \(H\) sums to zero, so \(u=(1,1,1,1)\) has energy zero. The only non-zero entries of \(J\) are four entries \(-1\), which connect equal spins on different sites. Hence \(\langle u,Ju\rangle=-4\), or \(-1\) after normalisation, since \(\langle u,u\rangle=4\).

This is a current in one chosen eigenvector, not in thermal equilibrium: the zero-energy level is doubly degenerate, \((1,-1,-1,1)/2\) carries \(+1\), and the thermal average of \(J\) in this model is zero. The word "equilibrium" in the Lean names below means only that the state is stationary.

Here are the definitions, the general identities and the example in Lean.

```lean
import Mathlib

open Matrix

namespace EquilibriumSpinCurrent

noncomputable section

variable {n : Type*} [Fintype n]

/-- The Heisenberg rate of change `i[H, A]` of an observable `A`, in units with `ħ = 1`. -/
def rate (H A : Matrix n n ℂ) : Matrix n n ℂ :=
  Complex.I • (H * A - A * H)

/-- The conventional spin current `(v s + s v) / 2`, with velocity `v = i[H, X]`. -/
def spinCurrent (H X s : Matrix n n ℂ) : Matrix n n ℂ :=
  (1 / 2 : ℂ) • (rate H X * s + s * rate H X)

/-- The torque dipole `(X q + q X) / 2`, with spin torque `q = i[H, s]`. -/
def torqueDipole (H X s : Matrix n n ℂ) : Matrix n n ℂ :=
  (1 / 2 : ℂ) • (X * rate H s + rate H s * X)

/-- The matrix element `⟨ψ, A ψ⟩`, which is the mean value of `A` when `ψ` is normalised. -/
def mean (ψ : n → ℂ) (A : Matrix n n ℂ) : ℂ :=
  star ψ ⬝ᵥ (A *ᵥ ψ)

/-- Spin current plus torque dipole is the rate of change of the symmetrised
spin displacement `(X s + s X) / 2`. -/
theorem spinCurrent_add_torqueDipole (H X s : Matrix n n ℂ) :
    spinCurrent H X s + torqueDipole H X s =
      rate H ((1 / 2 : ℂ) • (X * s + s * X)) := by
  -- the product rule for commutators, written out
  simp only [spinCurrent, torqueDipole, rate, Matrix.smul_mul, Matrix.mul_smul,
    Matrix.mul_sub, Matrix.sub_mul, Matrix.mul_add, Matrix.add_mul, Matrix.mul_assoc]
  module

/-- If position and spin commute, the rate of change of the spin displacement `X s`
is the spin current plus the torque dipole. -/
theorem rate_spinDisplacement {H X s : Matrix n n ℂ} (hXs : X * s = s * X) :
    rate H (X * s) = spinCurrent H X s + torqueDipole H X s := by
  rw [spinCurrent_add_torqueDipole, ← hXs]
  congr 1
  module

/-- In an eigenvector of a Hermitian Hamiltonian, the mean rate of change of every
observable vanishes. -/
theorem mean_rate_eq_zero {H : Matrix n n ℂ} (hH : H.IsHermitian) {ψ : n → ℂ} {E : ℝ}
    (hψ : H *ᵥ ψ = (E : ℂ) • ψ) (A : Matrix n n ℂ) : mean ψ (rate H A) = 0 := by
  -- the Hamiltonian acts to the left with the same real energy
  have hl : star ψ ᵥ* H = (E : ℂ) • star ψ := by
    have h := congrArg star hψ
    rw [Matrix.star_mulVec, hH.eq] at h
    rw [h]
    ext i
    simp [mul_comm]
  unfold mean rate
  rw [Matrix.smul_mulVec, Matrix.sub_mulVec, ← Matrix.mulVec_mulVec,
    ← Matrix.mulVec_mulVec, hψ, Matrix.mulVec_smul, dotProduct_smul, dotProduct_sub,
    Matrix.dotProduct_mulVec (star ψ) H, hl, smul_dotProduct, dotProduct_smul,
    sub_self, smul_zero]

/-- In every eigenvector of a Hermitian Hamiltonian, the mean conventional spin current equals minus
the mean torque dipole. -/
theorem mean_spinCurrent_eq_neg_torqueDipole {H : Matrix n n ℂ} (hH : H.IsHermitian)
    {ψ : n → ℂ} {E : ℝ} (hψ : H *ᵥ ψ = (E : ℂ) • ψ) (X s : Matrix n n ℂ) :
    mean ψ (spinCurrent H X s) = -mean ψ (torqueDipole H X s) := by
  have h := mean_rate_eq_zero hH hψ ((1 / 2 : ℂ) • (X * s + s * X))
  rw [← spinCurrent_add_torqueDipole, mean, Matrix.add_mulVec, dotProduct_add] at h
  exact eq_neg_of_add_eq_zero_left h

/-- If a Hermitian Hamiltonian conserves the spin `s`, the mean conventional spin current vanishes
in each of its eigenvectors. -/
theorem mean_spinCurrent_eq_zero_of_conserved {H s : Matrix n n ℂ} (hH : H.IsHermitian)
    (hs : H * s = s * H) {ψ : n → ℂ} {E : ℝ} (hψ : H *ᵥ ψ = (E : ℂ) • ψ)
    (X : Matrix n n ℂ) : mean ψ (spinCurrent H X s) = 0 := by
  have hq : torqueDipole H X s = 0 := by
    simp [torqueDipole, rate, hs]
  rw [mean_spinCurrent_eq_neg_torqueDipole hH hψ, hq]
  simp [mean]

/-- For a density matrix that commutes with the Hamiltonian, the mean spin current
equals minus the mean torque dipole. -/
theorem trace_spinCurrent_eq_neg_torqueDipole {H ρ : Matrix n n ℂ}
    (hρ : ρ * H = H * ρ) (X s : Matrix n n ℂ) :
    (ρ * spinCurrent H X s).trace = -(ρ * torqueDipole H X s).trace := by
  -- cyclicity of the trace removes the mean of every Heisenberg rate
  have hzero : ∀ A : Matrix n n ℂ, (ρ * rate H A).trace = 0 := by
    intro A
    have h : (ρ * (A * H)).trace = (ρ * (H * A)).trace := by
      rw [← Matrix.mul_assoc, Matrix.trace_mul_cycle, ← hρ, Matrix.mul_assoc]
    rw [rate, Matrix.mul_smul, Matrix.trace_smul, Matrix.mul_sub, Matrix.trace_sub, h,
      sub_self, smul_zero]
  have h := hzero ((1 / 2 : ℂ) • (X * s + s * X))
  rw [← spinCurrent_add_torqueDipole, Matrix.mul_add, Matrix.trace_add] at h
  exact eq_neg_of_add_eq_zero_left h

/-- Position on two sites at 0 and 1, in the basis left-up, left-down, right-up,
right-down. -/
def siteX : Matrix (Fin 4) (Fin 4) ℂ := Matrix.diagonal ![0, 0, 1, 1]

/-- The Pauli spin component along `z` in the same two-site basis. -/
def spinZ : Matrix (Fin 4) (Fin 4) ℂ := Matrix.diagonal ![1, -1, 1, -1]

/-- A two-site Hamiltonian with hopping `i σ_z` from right to left and transverse fields
`σ_y` on the left site and `-σ_y` on the right site. -/
def twoSiteH : Matrix (Fin 4) (Fin 4) ℂ :=
  !![0, -Complex.I, Complex.I, 0;
     Complex.I, 0, 0, -Complex.I;
     -Complex.I, 0, 0, Complex.I;
     0, Complex.I, -Complex.I, 0]

/-- The two-site Hamiltonian is Hermitian, position and spin commute, and the uniform
vector is a zero-energy eigenvector with spin-current matrix element `-4`. -/
theorem equilibrium_spinCurrent_witness :
    twoSiteH.IsHermitian ∧ siteX * spinZ = spinZ * siteX ∧
      twoSiteH *ᵥ (fun _ => 1) = 0 ∧
      mean (fun _ => 1) (spinCurrent twoSiteH siteX spinZ) = -4 := by
  -- only spin-conserving hops between the sites contribute to the current
  have hJ : spinCurrent twoSiteH siteX spinZ =
      !![0, 0, -1, 0; 0, 0, 0, -1; -1, 0, 0, 0; 0, -1, 0, 0] := by
    ext i j
    simp only [spinCurrent, rate, siteX, spinZ, Matrix.smul_apply, Matrix.add_apply,
      Matrix.sub_apply, Matrix.mul_diagonal, Matrix.diagonal_mul]
    fin_cases i <;> fin_cases j <;> simp [twoSiteH] <;> norm_num [Complex.ext_iff]
  refine ⟨?_, ?_, ?_, ?_⟩
  · refine Matrix.IsHermitian.ext fun i j => ?_
    fin_cases i <;> fin_cases j <;> simp [twoSiteH]
  · rw [siteX, spinZ, Matrix.diagonal_mul_diagonal, Matrix.diagonal_mul_diagonal]
    congr 1
    funext i
    exact mul_comm _ _
  · ext i
    fin_cases i <;> simp [twoSiteH, Matrix.mulVec, dotProduct, Fin.sum_univ_four]
  · rw [hJ]
    simp [mean, Matrix.mulVec, dotProduct, Fin.sum_univ_four]
    norm_num

end

end EquilibriumSpinCurrent
```

```lean
#print axioms EquilibriumSpinCurrent.rate_spinDisplacement
#print axioms EquilibriumSpinCurrent.mean_spinCurrent_eq_neg_torqueDipole
#print axioms EquilibriumSpinCurrent.mean_spinCurrent_eq_zero_of_conserved
#print axioms EquilibriumSpinCurrent.trace_spinCurrent_eq_neg_torqueDipole
```

```
'EquilibriumSpinCurrent.rate_spinDisplacement' depends on axioms: [propext, Classical.choice, Quot.sound]
'EquilibriumSpinCurrent.mean_spinCurrent_eq_neg_torqueDipole' depends on axioms: [propext, Classical.choice, Quot.sound]
'EquilibriumSpinCurrent.mean_spinCurrent_eq_zero_of_conserved' depends on axioms: [propext, Classical.choice, Quot.sound]
'EquilibriumSpinCurrent.trace_spinCurrent_eq_neg_torqueDipole' depends on axioms: [propext, Classical.choice, Quot.sound]
```

## What the matrices and hypotheses stand for

The index type `n` labels a finite basis, for instance site and spin together. `rate H A` is \(i[H,A]\), so `rate H X` is the velocity and `rate H s` the torque; `spinCurrent` and `torqueDipole` are \(J\) and \(P\), including their factors of one half. `mean ψ A` is \(\langle\psi,A\psi\rangle\) without division by the norm, which makes it a mean value only for normalised \(\psi\). The balance itself is unaffected by this, because both sides scale alike.

The main theorem, `mean_spinCurrent_eq_neg_torqueDipole`, assumes that `H` is Hermitian and that `ψ` satisfies the eigenvalue equation with a real `E`. It allows any matrices `X` and `s`. Physical observables would be Hermitian, and a position and a spin component commute in a basis of products of spatial orbitals and spin states, but only `rate_spinDisplacement` uses the commutation, to identify \(J+P\) with the rate of \(Xs\). In the mixed-state theorem, `ρ` has only to commute with `H`; positivity and unit trace play no part.

The finite matrix \(X\) restricts the physics. An infinite crystal has an unbounded position operator, and on a periodic ring \(i[H,X]\) is not the usual velocity across the seam where the coordinate jumps. Also, \(J\) is a current summed over the whole system, so its vanishing does not exclude local currents that cancel in the sum.

For non-interacting electrons on a finite open cluster, the result means that a non-zero \(J\) in a stationary state is not by itself evidence of a growing spin displacement.

## From the product rule to the two-site check

`spinCurrent_add_torqueDipole` is the cancellation among the four products: `simp only` expands them, and `module` collects the terms with their scalar factors. `rate_spinDisplacement` then replaces the symmetrised product by \(Xs\).

In `mean_rate_eq_zero`, the step `hl` takes the conjugate transpose of the eigenvalue equation, which lets \(H\) act to the left with energy \(E\). The rewriting that follows turns both terms of the commutator into the same number, and `sub_self` removes them. The main theorem applies this to \(D\), splits the mean of \(J+P\) into two means, and moves one to the other side.

For conserved spin, `hq` shows that the torque dipole is the zero matrix. In the trace theorem, `hzero` is the cyclicity argument for an arbitrary `A`, after which the same splitting finishes the proof.

`equilibrium_spinCurrent_witness` first computes the current matrix entry by entry in `hJ`. It then checks that \(H\) is Hermitian, that position and spin commute, that the uniform vector has energy zero, and that the unnormalised matrix element is \(-4\).
